# A matrix on a ring of N sites commutes with the one-site translation exactly when it is a combination of that translation's powers

Let me label the sites of a Born-von Karman ring by the integers modulo $N$, with one amplitude $f(x)$ per site, so that translation by one site is an $N\times N$ matrix $T$ with $(Tf)(x)=f(x+1)$. A Hamiltonian is then a matrix $H$ with elements $H(x,y)$. I would say without hesitation that $H$ commutes with $T$ exactly when $H(x,y)$ depends only on $x-y$, and that $H$ is then a linear combination of $1,T,\dots,T^{N-1}$. Can this be made rigorous, with the wrap-around at the end of the ring handled properly, and checked by machine?

## Comparing the elements of HT and TH

Yes, for every $N\ge 1$ and with matrix elements in any commutative ring $R$, such as the real or complex numbers. All site arithmetic is modulo $N$, which takes care of the wrap-around.

The matrix $T$ has the entry 1 where $y=x+1$ and 0 elsewhere. Each product therefore has a single surviving term:

$$(TH)(x,y)=H(x+1,y),\qquad (HT)(x,y)=H(x,y-1).$$

If the two products agree, replacing $y$ by $y+1$ gives $H(x+1,y+1)=H(x,y)$. Repeating this $s$ times gives $H(x+s,y+s)=H(x,y)$. Now suppose $x-y=x'-y'$ and set $s=x-x'$, which also equals $y-y'$. Then

$$H(x,y)=H(x'+s,y'+s)=H(x',y').$$

Conversely, if $H$ depends only on the separation, then $(x+1)-y=x-(y-1)$ makes the two products equal.

## Expanding in powers of T

Since $T^{n+1}=T\,T^n$, the element of $T^{n+1}$ at $(x,y)$ is that of $T^n$ at $(x+1,y)$. By induction, $T^n$ has the entry 1 exactly where $y=x+n$. For given $x$ and $y$, exactly one $n$ with $0\le n<N$ satisfies this, so

$$\Big(\sum_{n=0}^{N-1}c_nT^n\Big)(x,y)=c_{y-x},$$

where the index $y-x$ is reduced to the range $0,\dots,N-1$. Such a sum depends only on the separation and so commutes with $T$. In the other direction, an $H$ that commutes with $T$ satisfies $H(x,y)=H(0,y-x)$, hence

$$H=\sum_{n=0}^{N-1}H(0,n)\,T^n.$$

Row 0 of the sum displays the coefficients, so they are unique.

Three consequences follow:

- If $A$ and $B$ both commute with $T$, then $A$ commutes with every power of $T$, hence with $B$, which is a combination of them.
- A site potential $V$ is a diagonal matrix. All its diagonal elements have separation 0, so it commutes with $T$ exactly when $V$ is uniform.
- Going forward $N-1$ sites is going back one. A ring with on-site energy $\varepsilon$ and hopping amplitudes $t,t'$ in the two directions therefore has the matrix $\varepsilon+tT+t'T^{N-1}$.

## Three sites with numbers

Take $N=3$ and $H=2+5T+7T^2$. The three different coefficients make the entries easy to follow, but this matrix is not Hermitian, so it illustrates the algebra and is not the Hamiltonian of a closed system:

$$H=\begin{pmatrix}2&5&7\\7&2&5\\5&7&2\end{pmatrix},\qquad HT=TH=\begin{pmatrix}7&2&5\\5&7&2\\2&5&7\end{pmatrix}.$$

Here $TH$ moves the rows of $H$ up by one and $HT$ moves its columns to the right by one. If the upper left element of $H$ is changed from 2 to 3, the first row of $HT$ becomes $(7,3,5)$ while that of $TH$ stays $(7,2,5)$, and the matrices no longer commute.

## The same claims in Lean

Sites are elements of `ZMod N`, and `NeZero N` states $N\ge1$. `shift N R` is $T$, and `H x y` is $H(x,y)$. "Depends only on $x-y$" is written as an implication in `commute_shift_iff`: whenever `x - y = x' - y'`, the two elements are equal. `commute_shift_iff_eq_sum` says that commuting with $T$ is equivalent to the expansion with coefficients `H 0 (n : ZMod N)`, where `range N` supplies $n=0,\dots,N-1$.

`ringHamiltonian` adds its three contributions, which matters on very small rings. For $N=2$ both hops join the same pair of sites, with total amplitude $t+t'$; for $N=1$ the only element is $\varepsilon+t+t'$.

Hermiticity is not assumed; for complex entries, real $\varepsilon$ and $t'=\bar t$ make the ring matrix Hermitian. The model has one dimension and one orbital per site, without spin. With several orbitals per cell, or with both spin states included, the hoppings become matrices, which need not commute, so two translation-invariant Hamiltonians need not commute with each other either. Bloch's theorem would need a further step, the diagonalisation of $T$ by plane waves over the complex numbers, which the file does not take.

```lean
import Mathlib

open Finset

namespace CyclicShiftCommutant

/-- The translation by one site on a ring of `N` sites, `(T f)(x) = f (x + 1)`, as a matrix. -/
def shift (N : ℕ) (R : Type*) [CommRing R] : Matrix (ZMod N) (ZMod N) R :=
  Matrix.of fun x y => if y = x + 1 then 1 else 0

/-- The tight-binding matrix of a ring with on-site energy `ε` and hopping amplitudes
`t` and `t'` in the two directions. -/
def ringHamiltonian (N : ℕ) {R : Type*} [CommRing R] (ε t t' : R) :
    Matrix (ZMod N) (ZMod N) R :=
  Matrix.of fun x y =>
    (if y = x then ε else 0) + (if y = x + 1 then t else 0) + (if x = y + 1 then t' else 0)

variable {N : ℕ} [NeZero N] {R : Type*} [CommRing R]

/-- Multiplying by the translation from the left moves the row index by one site. -/
theorem shift_mul_apply (H : Matrix (ZMod N) (ZMod N) R) (x y : ZMod N) :
    (shift N R * H) x y = H (x + 1) y := by
  rw [Matrix.mul_apply, Finset.sum_eq_single (x + 1)]
  · simp [shift]
  · intro j _ hj
    simp [shift, hj]
  · intro h
    exact absurd (Finset.mem_univ _) h

/-- Multiplying by the translation from the right moves the column index back by one site. -/
theorem mul_shift_apply (H : Matrix (ZMod N) (ZMod N) R) (x y : ZMod N) :
    (H * shift N R) x y = H x (y - 1) := by
  rw [Matrix.mul_apply, Finset.sum_eq_single (y - 1)]
  · simp [shift]
  · intro j _ hj
    have hy : y ≠ j + 1 := fun h => hj (by linear_combination -h)
    simp [shift, hy]
  · intro h
    exact absurd (Finset.mem_univ _) h

/-- The `n`-th power of the translation connects each site `x` to the site `x + n`. -/
theorem shift_pow_apply (n : ℕ) (x y : ZMod N) :
    (shift N R ^ n) x y = if y = x + (n : ZMod N) then 1 else 0 := by
  induction n generalizing x with
  | zero =>
    by_cases h : x = y
    · subst h
      simp
    · simp [h, Ne.symm h]
  | succ n ih =>
    have e : x + 1 + (n : ZMod N) = x + ((n + 1 : ℕ) : ZMod N) := by
      push_cast
      ring
    rw [pow_succ', shift_mul_apply, ih, e]

/-- In a linear combination of the translations `T ^ n`, `n < N`, the matrix element between
`x` and `y` is the coefficient of the translation that connects them. -/
theorem sum_shift_pow_apply (c : ℕ → R) (x y : ZMod N) :
    (∑ n ∈ range N, c n • shift N R ^ n) x y = c (y - x).val := by
  rw [Matrix.sum_apply, Finset.sum_eq_single (y - x).val]
  · rw [Matrix.smul_apply, shift_pow_apply, ZMod.natCast_zmod_val,
      if_pos (show y = x + (y - x) by ring), smul_eq_mul, mul_one]
  · intro n hn hne
    have hy : y ≠ x + (n : ZMod N) := by
      intro h
      apply hne
      have e : y - x = (n : ZMod N) := by linear_combination h
      rw [e, ZMod.val_natCast_of_lt (Finset.mem_range.mp hn)]
    rw [Matrix.smul_apply, shift_pow_apply, if_neg hy, smul_zero]
  · intro h
    exact absurd (Finset.mem_range.mpr (ZMod.val_lt _)) h

/-- A matrix commutes with the translation exactly when its element between `x` and `y`
depends only on the separation `x - y`. -/
theorem commute_shift_iff (H : Matrix (ZMod N) (ZMod N) R) :
    H * shift N R = shift N R * H ↔
      ∀ x y x' y' : ZMod N, x - y = x' - y' → H x y = H x' y' := by
  constructor
  · intro h
    -- invariance under a joint translation of both indices by one site
    have step : ∀ x y, H (x + 1) (y + 1) = H x y := by
      intro x y
      have e := congrFun (congrFun h x) (y + 1)
      rw [mul_shift_apply, shift_mul_apply, add_sub_cancel_right] at e
      exact e.symm
    -- iterate to any number of sites
    have many : ∀ (n : ℕ) (x y : ZMod N), H (x + n) (y + n) = H x y := by
      intro n
      induction n with
      | zero => intro x y; simp
      | succ n ih =>
        intro x y
        rw [Nat.cast_succ, ← add_assoc, ← add_assoc, step, ih]
    intro x y x' y' hxy
    have e := many (x - x').val x' y'
    rw [ZMod.natCast_zmod_val] at e
    have ex : x' + (x - x') = x := by ring
    have ey : y' + (x - x') = y := by linear_combination hxy
    rwa [ex, ey] at e
  · intro h
    ext x y
    rw [mul_shift_apply, shift_mul_apply]
    exact h _ _ _ _ (by ring)

/-- A matrix commutes with the translation exactly when it is the combination of the powers
`T ^ n`, `n < N`, weighted by its own elements between site `0` and site `n`. -/
theorem commute_shift_iff_eq_sum (H : Matrix (ZMod N) (ZMod N) R) :
    H * shift N R = shift N R * H ↔
      H = ∑ n ∈ range N, H 0 (n : ZMod N) • shift N R ^ n := by
  constructor
  · intro h
    ext x y
    refine Eq.trans ?_ (sum_shift_pow_apply (fun n => H 0 (n : ZMod N)) x y).symm
    refine (commute_shift_iff H).1 h _ _ _ _ ?_
    rw [ZMod.natCast_zmod_val]
    ring
  · intro h
    have e : ∀ x y, H x y = H 0 (((y - x).val : ℕ) : ZMod N) := fun x y =>
      (congrFun (congrFun h x) y).trans
        (sum_shift_pow_apply (fun n => H 0 (n : ZMod N)) x y)
    refine (commute_shift_iff H).2 fun x y x' y' hxy => ?_
    have hs : y - x = y' - x' := by linear_combination -hxy
    exact (e x y).trans ((by rw [hs] : _ = _).trans (e x' y').symm)

/-- The coefficients of an expansion in the translations `T ^ n`, `n < N`, are unique. -/
theorem shift_coefficients_unique (c d : ℕ → R)
    (h : ∑ n ∈ range N, c n • shift N R ^ n = ∑ n ∈ range N, d n • shift N R ^ n)
    (n : ℕ) (hn : n < N) : c n = d n := by
  have e := congrFun (congrFun h 0) (n : ZMod N)
  rwa [sum_shift_pow_apply, sum_shift_pow_apply, sub_zero, ZMod.val_natCast_of_lt hn] at e

/-- Any two matrices that commute with the translation commute with each other. -/
theorem translation_invariant_commute (A B : Matrix (ZMod N) (ZMod N) R)
    (hA : A * shift N R = shift N R * A) (hB : B * shift N R = shift N R * B) :
    A * B = B * A := by
  have hA' : Commute A (shift N R) := hA
  have key : Commute A (∑ n ∈ range N, B 0 (n : ZMod N) • shift N R ^ n) :=
    Commute.sum_right _ _ _ fun n _ => (hA'.pow_right n).smul_right _
  rw [← (commute_shift_iff_eq_sum B).1 hB] at key
  exact key.eq

/-- A site-diagonal potential commutes with the translation exactly when it is uniform. -/
theorem potential_commute_iff (V : ZMod N → R) :
    Matrix.diagonal V * shift N R = shift N R * Matrix.diagonal V ↔ ∀ x y, V x = V y := by
  rw [commute_shift_iff]
  constructor
  · intro h x y
    simpa using h x x y y (by ring)
  · intro hV x y x' y' h
    by_cases hxy : x = y
    · subst hxy
      have h' : x' = y' := by linear_combination -h
      subst h'
      simpa using hV x x'
    · have h' : x' ≠ y' := fun e => hxy (by linear_combination h + e)
      rw [Matrix.diagonal_apply_ne _ hxy, Matrix.diagonal_apply_ne _ h']

/-- The tight-binding matrix of the ring is `ε + t T + t' T ^ (N - 1)`. -/
theorem ringHamiltonian_eq (ε t t' : R) :
    ringHamiltonian N ε t t' =
      ε • (1 : Matrix (ZMod N) (ZMod N) R) + t • shift N R + t' • shift N R ^ (N - 1) := by
  -- going forward by N - 1 sites is going back by one
  have hc : ((N - 1 : ℕ) : ZMod N) = -1 := by
    rw [Nat.cast_sub (Nat.one_le_iff_ne_zero.mpr (NeZero.ne N))]
    simp
  ext x y
  have h0 : (1 : Matrix (ZMod N) (ZMod N) R) x y = if y = x then 1 else 0 := by
    rw [Matrix.one_apply]
    exact if_congr eq_comm rfl rfl
  have h1 : shift N R x y = if y = x + 1 then 1 else 0 := rfl
  have h2 : (shift N R ^ (N - 1)) x y = if x = y + 1 then 1 else 0 := by
    rw [shift_pow_apply, hc]
    exact if_congr ⟨fun h => by linear_combination -h, fun h => by linear_combination -h⟩ rfl rfl
  simp only [Matrix.add_apply, Matrix.smul_apply, h0, h1, h2, ringHamiltonian,
    Matrix.of_apply, smul_eq_mul, mul_ite, mul_one, mul_zero]

end CyclicShiftCommutant
```

```lean
#print axioms CyclicShiftCommutant.commute_shift_iff_eq_sum
#print axioms CyclicShiftCommutant.translation_invariant_commute
#print axioms CyclicShiftCommutant.potential_commute_iff
#print axioms CyclicShiftCommutant.ringHamiltonian_eq
```

```
'CyclicShiftCommutant.commute_shift_iff_eq_sum' depends on axioms: [propext, Classical.choice, Quot.sound]
'CyclicShiftCommutant.translation_invariant_commute' depends on axioms: [propext, Classical.choice, Quot.sound]
'CyclicShiftCommutant.potential_commute_iff' depends on axioms: [propext, Classical.choice, Quot.sound]
'CyclicShiftCommutant.ringHamiltonian_eq' depends on axioms: [propext, Classical.choice, Quot.sound]
```

## How the proofs follow the calculation

`shift_mul_apply` and `mul_shift_apply` are the two product formulas; `Finset.sum_eq_single` picks out the surviving term of the matrix product. `shift_pow_apply` is the induction on $n$. In `sum_shift_pow_apply`, `(y - x).val` is the representative of $y-x$ between 0 and $N-1$, and the same single-term argument selects its coefficient.

In `commute_shift_iff`, `step` is the invariance under a joint shift by one site and `many` is its iteration. The latter is applied with $s=x-x'$, and `ring` and `linear_combination` settle the site arithmetic. `commute_shift_iff_eq_sum` combines this with the formula for the elements of the sum, and `shift_coefficients_unique` compares row 0 of two expansions.

For `translation_invariant_commute`, Mathlib's `Commute` lemmas carry commutation with $T$ over to powers, multiples and sums. `potential_commute_iff` treats diagonal and off-diagonal elements separately. `ringHamiltonian_eq` first shows that $N-1$ equals $-1$ modulo $N$, then compares elements.

For a one-particle tight-binding model on a finite ring with one spinless orbital per site, the result means that a translation-invariant Hamiltonian is fixed by the $N$ numbers in one row.
